# The infrared sum of a classical harmonic ring of N sites is (N² − 1)/6, so its thermal mean-square phase fluctuation per site grows linearly with N

**Q:** Take three sites on a ring, joined by equal harmonic springs. The nonzero wave numbers are $2\pi/3$ and $4\pi/3$, both with cosine $-1/2$. If a mode of wave number $q$ contributes $1/(1-\cos q)$, the two modes give $2/3+2/3=4/3$. That is $(3^2-1)/6$, but one value doesn't show me where the square comes from.

**A:** Put a distance $r$ into the numerator. On the same ring, the sum of $(1-\cos rq)/(1-\cos q)$ over the two modes takes the values $0,2,2,0$ at $r=0,1,2,3$, which is the parabola $r(3-r)$. Adding $r=0,1,2$ gives $4$. Taken mode by mode, the numerators add up to $3$, so the same total is $3$ times the sum you want. Hence $4/3$.

**Q:** Then do it for $N$ sites, with every step.

**A:** Let $q_k=2\pi k/N$ and

$$I=\sum_{k=1}^{N-1}\frac{1}{1-\cos q_k},\qquad S(r)=\sum_{k=1}^{N-1}\frac{1-\cos rq_k}{1-\cos q_k}.$$

The denominators equal $2\sin^2(\pi k/N)$, which is positive for $0<k<N$.

First, the cosine wave $\cos(rq_k)$ with $0<k<N$ sums to zero over the ring. Since $2\sin(x/2)\cos(rx)=\sin(rx+x/2)-\sin(rx-x/2)$, the sum telescopes:

$$2\sin(x/2)\sum_{r=0}^{n-1}\cos(rx)=\sin(nx-x/2)+\sin(x/2).$$

At $x=q_k$ and $n=N$ we have $Nq_k=2\pi k$, so the right side vanishes, while $\sin(q_k/2)>0$.

Second, use $2\cos x-\cos(x+q)-\cos(x-q)=2(1-\cos q)\cos x$ with $x=(r+1)q_k$ and $q=q_k$. The factor $1-\cos q_k$, which is the stiffness of the mode up to a constant, cancels the denominator:

$$S(r+2)-2S(r+1)+S(r)=2\sum_{k=1}^{N-1}\cos\big((r+1)q_k\big).$$

Because $(r+1)q_k=k\,q_{r+1}$, the sum over $k=0,\dots,N-1$ is zero when $r+1<N$. Its $k=0$ term is $1$, so the remaining terms add up to $-1$ and the second difference is $-2$. With $S(0)=0$ and $S(1)=N-1$, this gives $S(r)=r(N-r)$ for $0\le r\le N$.

Third, sum over $r=0,\dots,N-1$. For each mode the cosines drop out and the numerators add up to $N$, so

$$NI=\sum_{r=0}^{N-1}r(N-r)=\frac{N^2(N-1)}{2}-\frac{N(N-1)(2N-1)}{6}=\frac{N(N^2-1)}{6}.$$

Therefore $I=(N^2-1)/6$. The fluctuation per site is $F=I/N=(N^2-1)/(6N)$, and $F/N=1/6-1/(6N^2)\to 1/6$.

**Q:** The algebra convinces me. What does the formal version call a fluctuation?

In Lean 4 with Mathlib:

```lean
import Mathlib

open Filter
open scoped Real Topology

namespace HarmonicRingInfrared

noncomputable section
```

**A:** It starts from the wave number. `momentum N k` is $q_k$, a real number computed from two natural numbers.

```lean
/-- The allowed wave number `2πk/N` of a ring with `N ≥ 1` sites. -/
def momentum (N k : ℕ) : ℝ := 2 * π * k / N
```

The fluctuation, meaning the mean-square phase at one site, is then a mode sum.

```lean
/-- The phase fluctuation per site of a harmonic ring with `N ≥ 1` sites: the sum of the mode
weights `1/(1 - cos q)` over the nonzero modes, divided by `N`. -/
def phaseFluctuation (N : ℕ) : ℝ :=
  (1 / N) * ∑ k ∈ Finset.Ico 1 N, 1 / (1 - Real.cos (momentum N k))
```

`Finset.Ico 1 N` is the set $1,\dots,N-1$, so the zero mode is absent. The prefactor $1/N$ is the squared modulus of a normalised plane wave at one site.

**Q:** I see no temperature, no coupling and no thermal average.

**A:** The weight is put in by definition. For the classical energy $\frac J2\sum_j(\theta_{j+1}-\theta_j)^2$, with phases $\theta_j$ and coupling $J$, equipartition at temperature $T$ gives a mode the mean-square amplitude $k_BT/(2J(1-\cos q))$. The file works in units where $k_BT/(2J)=1$, and it takes this weight as its starting point without deriving it from a Gibbs distribution.

**Q:** And dropping the zero mode?

**A:** A uniform rotation of all phases costs no energy, so its amplitude has no restoring force. Leaving it out means measuring phases relative to their average over the ring. The auxiliary $S(r)$ is defined over the same modes.

```lean
/-- The sum over nonzero modes of `(1 - cos (r q))/(1 - cos q)`, for a ring with `N ≥ 1` sites. -/
def differenceSum (N r : ℕ) : ℝ :=
  ∑ k ∈ Finset.Ico 1 N, (1 - Real.cos (r * momentum N k)) / (1 - Real.cos (momentum N k))
```

**Q:** Is the link between $1-\cos q$ and springs at least proved?

**A:** Yes, as an identity for a cosine wave under the nearest-neighbour second difference. The addition formulas for the cosine prove it.

```lean
/-- Nearest-neighbour springs act on a cosine wave of wave number `q` as multiplication by
`2 (1 - cos q)`; here `x` is the phase of the wave at the site considered. -/
theorem mode_stiffness (x q : ℝ) :
    2 * Real.cos x - Real.cos (x + q) - Real.cos (x - q) = 2 * (1 - Real.cos q) * Real.cos x := by
  rw [Real.cos_add, Real.cos_sub]
  ring
```

**Q:** Next, the denominators.

**A:** The half-angle $q_k/2=\pi k/N$ lies strictly between $0$ and $\pi$, so its sine is positive.

```lean
/-- For `0 < k < N` the sine of half the wave number `2πk/N` is strictly positive. -/
theorem sin_half_momentum_pos {N k : ℕ} (hk : 0 < k) (hkN : k < N) :
    0 < Real.sin (momentum N k / 2) := by
  have hN : (0 : ℝ) < N := by exact_mod_cast hk.trans hkN
  have hk' : (0 : ℝ) < k := by exact_mod_cast hk
  have hlt : (k : ℝ) / N < 1 := (div_lt_one hN).mpr (by exact_mod_cast hkN)
  have e : momentum N k / 2 = π * (k / N) := by unfold momentum; ring
  rw [e]
  apply Real.sin_pos_of_pos_of_lt_pi
  · exact mul_pos Real.pi_pos (div_pos hk' hN)
  · nlinarith [Real.pi_pos]
```

The double-angle formula turns that into a positive stiffness.

```lean
/-- Every mode with `0 < k < N` has a strictly positive stiffness `1 - cos q`. -/
theorem stiffness_pos {N k : ℕ} (hk : 0 < k) (hkN : k < N) :
    0 < 1 - Real.cos (momentum N k) := by
  have hs := pow_pos (sin_half_momentum_pos hk hkN) 2
  have h := Real.cos_two_mul (momentum N k / 2)
  have e : 2 * (momentum N k / 2) = momentum N k := by ring
  rw [e] at h
  linarith [Real.sin_sq_add_cos_sq (momentum N k / 2)]
```

**Q:** Where is the telescoping sum?

**A:** It is `tele` in the next proof, by induction on the number of terms. Then `period` supplies $Nq_k=2\pi k$, and the positive sine is divided out.

```lean
/-- A cosine wave with allowed wave number `2πk/N`, `0 < k < N`, sums to zero over the ring. -/
theorem sum_plane_wave {N k : ℕ} (hk : 0 < k) (hkN : k < N) :
    ∑ r ∈ Finset.range N, Real.cos (r * momentum N k) = 0 := by
  -- multiplied by `2 sin (x/2)`, the sum of cosines telescopes
  have tele : ∀ (x : ℝ) (n : ℕ), 2 * Real.sin (x / 2) * ∑ r ∈ Finset.range n, Real.cos (r * x)
      = Real.sin (n * x - x / 2) + Real.sin (x / 2) := by
    intro x n
    induction n with
    | zero => simp
    | succ n ih =>
      have e : ((n + 1 : ℕ) : ℝ) * x - x / 2 = n * x + x / 2 := by push_cast; ring
      rw [Finset.sum_range_succ, mul_add, ih, e, Real.sin_add, Real.sin_sub]
      ring
  have hN : (N : ℝ) ≠ 0 := by exact_mod_cast (hk.trans hkN).ne'
  have period : (N : ℝ) * momentum N k = k * (2 * π) := by
    unfold momentum
    rw [div_eq_mul_inv]
    linear_combination (2 * π * k) * mul_inv_cancel₀ hN
  have h := tele (momentum N k) N
  rw [period, Real.sin_nat_mul_two_pi_sub, neg_add_cancel] at h
  have hs := sin_half_momentum_pos hk hkN
  exact (mul_eq_zero.mp h).resolve_left (by linarith)
```

**Q:** The second difference used a sum over modes, though, and this one is over sites.

**A:** That is the job of `swap`, the symmetry $a\,q_b=b\,q_a$. After it, the proof splits off the $k=0$ term to get $-1$. The step `key` applies `mode_stiffness` to each mode, and `aux` does the cancellation, using the nonzero denominator.

```lean
/-- As a function of the distance, `differenceSum` has second difference `-2` at every site
`r + 1 < N`. -/
theorem differenceSum_step {N r : ℕ} (h : r + 1 < N) :
    differenceSum N (r + 2) = 2 * differenceSum N (r + 1) - differenceSum N r - 2 := by
  have swap : ∀ a b : ℕ, (a : ℝ) * momentum N b = b * momentum N a := by
    intro a b
    unfold momentum
    ring
  have hc : ∑ k ∈ Finset.range N, Real.cos (((r + 1 : ℕ) : ℝ) * momentum N k) = 0 :=
    (Finset.sum_congr rfl fun k _ => by rw [swap (r + 1) k]).trans
      (sum_plane_wave (Nat.succ_pos r) h)
  -- split off the zero mode
  have h0 : Real.cos (((r + 1 : ℕ) : ℝ) * momentum N 0) = 1 := by simp [momentum]
  rw [Finset.range_eq_Ico, Finset.sum_eq_sum_Ico_succ_bot (by omega), h0, zero_add] at hc
  have aux : ∀ A B C d : ℝ, d ≠ 0 → 2 * B - A - C = 2 * d * B →
      (1 - A) / d - 2 * ((1 - B) / d) + (1 - C) / d = 2 * B := by
    intro A B C d hd h
    have e : (1 - A) / d - 2 * ((1 - B) / d) + (1 - C) / d = (2 * B - A - C) / d := by ring
    rw [e, h, div_eq_iff hd]
    ring
  -- the stiffness cancels in the second difference
  have key : differenceSum N (r + 2) - 2 * differenceSum N (r + 1) + differenceSum N r
      = 2 * ∑ k ∈ Finset.Ico 1 N, Real.cos (((r + 1 : ℕ) : ℝ) * momentum N k) := by
    unfold differenceSum
    rw [Finset.mul_sum, Finset.mul_sum, ← Finset.sum_sub_distrib, ← Finset.sum_add_distrib]
    refine Finset.sum_congr rfl fun k hk => ?_
    have hk' := Finset.mem_Ico.mp hk
    have hm := mode_stiffness (((r + 1 : ℕ) : ℝ) * momentum N k) (momentum N k)
    have e1 : ((r + 1 : ℕ) : ℝ) * momentum N k + momentum N k
        = ((r + 2 : ℕ) : ℝ) * momentum N k := by push_cast; ring
    have e2 : ((r + 1 : ℕ) : ℝ) * momentum N k - momentum N k = (r : ℝ) * momentum N k := by
      push_cast; ring
    rw [e1, e2] at hm
    exact aux _ _ _ _ (stiffness_pos hk'.1 hk'.2).ne' hm
  linarith
```

The parabola follows by an induction that carries two consecutive values, as a second-order recurrence requires. The cases `zero` and `one` are $S(0)=0$ and $S(1)=N-1$.

```lean
/-- For `r ≤ N` the mode sum of `(1 - cos (r q))/(1 - cos q)` equals `r (N - r)`. -/
theorem differenceSum_eq {N r : ℕ} (h : r ≤ N) : differenceSum N r = r * (N - r) := by
  induction r using Nat.twoStepInduction with
  | zero => simp [differenceSum]
  | one =>
    have e : differenceSum N 1 = ∑ k ∈ Finset.Ico 1 N, (1 : ℝ) := by
      unfold differenceSum
      refine Finset.sum_congr rfl fun k hk => ?_
      have hk' := Finset.mem_Ico.mp hk
      rw [Nat.cast_one, one_mul]
      exact div_self (stiffness_pos hk'.1 hk'.2).ne'
    rw [e, Finset.sum_const, Nat.card_Ico, nsmul_eq_mul, Nat.cast_sub h]
    ring
  | more r h0 h1 =>
    rw [differenceSum_step (by omega), h1 (by omega), h0 (by omega)]
    push_cast
    ring
```

**Q:** Why the restriction $r\le N$?

**A:** $S$ is periodic in $r$ and the parabola is not. At $r=N+1$, with $N\ge1$, the sum is again $N-1$, while $r(N-r)$ is negative.

**Q:** Does $S(r)$ mean anything physically, or is it a device?

**A:** It gives a neighbouring result. With the same weights, the mean-square phase difference of two sites at distance $r$ is $\frac1N\sum_k 2(1-\cos rq_k)/(1-\cos q_k)=2S(r)/N=2r(N-r)/N$. For fixed $r$ this tends to $2r$ as $N$ grows, so relative phases wander like a random walk. The file proves the formula for $S(r)$; the translation into phase differences and the limit are added here by hand.

**Q:** Now the sum itself.

**A:** The theorem says that for every natural number $N\ge1$ the weights of the nonzero modes add up to $(N^2-1)/6$. It is written with $2\pi k/N$ in full, so you can read it without the definitions. At $N=1$ there are no nonzero modes and both sides are zero.

In the proof, `left` exchanges the two sums and removes the cosines, `right` inserts the parabola, and `poly` evaluates $\sum_r r(M-r)$ by induction, with $M$ held separate from the number of terms. Cancelling the factor $N$ finishes it.

```lean
/-- The infrared sum of a ring with `N ≥ 1` sites: the weights `1/(1 - cos (2πk/N))` of the
nonzero modes add up to `(N² - 1)/6`. -/
theorem infrared_sum {N : ℕ} (hN : 1 ≤ N) :
    ∑ k ∈ Finset.Ico 1 N, 1 / (1 - Real.cos (2 * π * k / N)) = ((N : ℝ) ^ 2 - 1) / 6 := by
  change ∑ k ∈ Finset.Ico 1 N, 1 / (1 - Real.cos (momentum N k)) = _
  -- summing over all distances removes the cosines in the numerators
  have left : ∑ r ∈ Finset.range N, differenceSum N r
      = N * ∑ k ∈ Finset.Ico 1 N, 1 / (1 - Real.cos (momentum N k)) := by
    unfold differenceSum
    rw [Finset.sum_comm, Finset.mul_sum]
    refine Finset.sum_congr rfl fun k hk => ?_
    have hk' := Finset.mem_Ico.mp hk
    rw [← Finset.sum_div, Finset.sum_sub_distrib, sum_plane_wave hk'.1 hk'.2,
      Finset.sum_const, Finset.card_range, nsmul_eq_mul]
    ring
  have poly : ∀ (M : ℝ) (n : ℕ), ∑ r ∈ Finset.range n, (r : ℝ) * (M - r)
      = M * n * (n - 1) / 2 - n * (n - 1) * (2 * n - 1) / 6 := by
    intro M n
    induction n with
    | zero => simp
    | succ n ih =>
      rw [Finset.sum_range_succ, ih]
      push_cast
      ring
  have right : ∑ r ∈ Finset.range N, differenceSum N r
      = ∑ r ∈ Finset.range N, (r : ℝ) * (N - r) :=
    Finset.sum_congr rfl fun r hr => differenceSum_eq (Finset.mem_range.mp hr).le
  rw [left, poly] at right
  have hne : (N : ℝ) ≠ 0 := by exact_mod_cast (show N ≠ 0 by omega)
  apply mul_left_cancel₀ hne
  rw [right]
  ring
```

The fluctuation per site follows on multiplying by $1/N$. It is stated as $6NF=N^2-1$, which for $N\ge1$ is the same as $F=(N^2-1)/(6N)$.

```lean
/-- The phase fluctuation per site `F` of a ring with `N ≥ 1` sites obeys `6 N F = N² - 1`. -/
theorem phaseFluctuation_eq {N : ℕ} (hN : 1 ≤ N) :
    6 * N * phaseFluctuation N = (N : ℝ) ^ 2 - 1 := by
  have hne : (N : ℝ) ≠ 0 := by exact_mod_cast (show N ≠ 0 by omega)
  have h := infrared_sum hN
  change ∑ k ∈ Finset.Ico 1 N, 1 / (1 - Real.cos (momentum N k)) = _ at h
  unfold phaseFluctuation
  rw [h, one_div]
  linear_combination ((N : ℝ) ^ 2 - 1) * mul_inv_cancel₀ hne
```

**Q:** "Diverges linearly" can mean several things.

**A:** Here it means that $F/N$ tends to $1/6$ as $N\to\infty$ through the natural numbers. That fixes the coefficient as well as the power. The proof rewrites $F/N$ as $1/6-1/(6N^2)$ for $N\ge1$ and uses $1/N\to0$.

```lean
/-- The phase fluctuation per site diverges linearly with the length of the ring: divided by `N`
it tends to `1/6`. -/
theorem phaseFluctuation_linear_divergence :
    Tendsto (fun N : ℕ => phaseFluctuation N / N) atTop (𝓝 (1 / 6)) := by
  have h : Tendsto (fun N : ℕ => 1 / (N : ℝ)) atTop (𝓝 0) := tendsto_one_div_atTop_nhds_zero_nat
  have h2 : Tendsto (fun N : ℕ => (1 / 6 : ℝ) - 1 / 6 * (1 / (N : ℝ)) ^ 2) atTop
      (𝓝 (1 / 6)) := by
    convert ((h.pow 2).const_mul (1 / 6 : ℝ)).const_sub (1 / 6 : ℝ) using 2
    norm_num
  refine h2.congr' ?_
  filter_upwards [eventually_ge_atTop 1] with N hN
  have hne : (N : ℝ) ≠ 0 := by exact_mod_cast (show N ≠ 0 by omega)
  have e : phaseFluctuation N = ((N : ℝ) ^ 2 - 1) / (6 * N) := by
    rw [eq_div_iff (mul_ne_zero (by norm_num) hne)]
    linarith [phaseFluctuation_eq hN]
  rw [e]
  field_simp


end

end HarmonicRingInfrared
```

```lean
#print axioms HarmonicRingInfrared.phaseFluctuation_linear_divergence
```

```
'HarmonicRingInfrared.phaseFluctuation_linear_divergence' depends on axioms: [propext, Classical.choice, Quot.sound]
```

**Q:** So is this the Mermin–Wagner theorem in one dimension?

**A:** No. That theorem excludes spontaneous breaking of a continuous symmetry in interacting systems with short-range couplings, in one and two dimensions at positive temperature. What you have here is the infrared growth that lies behind it, computed for a one-dimensional ring with purely quadratic energy. The phases are unbounded real variables, so phase slips don't occur, and nothing is said about two dimensions, where the corresponding growth is logarithmic.

**Q:** Would I ever meet the number in practice?

**A:** Yes, in canonical sampling of a classical periodic one-dimensional harmonic chain. Take each site's displacement from its lattice position and subtract the average over the chain. The mean square of the result should be $(N^2-1)/(6N)$ in units of $k_BT/(2J)$, where $J$ is now the spring constant. This is not the displacement from the starting position that simulation codes often report as a function of time. At fixed temperature and spring constant, a longer chain gives a larger value, and there is no finite large-$N$ limit to extrapolate to.
